# Löwdin-orthonormalised projections are independent of the Bloch gauge when the overlap matrix is invertible

A diagonalisation routine returns Bloch states with arbitrary phases and, within a degenerate level, in an arbitrary unitary mixture. Wannier functions built directly from such states inherit these choices, so two runs of the same calculation can produce different orbitals. Projecting trial orbitals onto the band space and orthonormalising the result removes the ambiguity, provided that the projections are linearly independent.

## The frame and its invariance

Fix one k-point and an orthonormal basis of $m$ functions. The columns of the $m\times n$ matrix $\Psi$ are $n$ orthonormal Bloch states, so $\Psi^\dagger\Psi=1$, and the columns of $G$ are the components of $n$ trial orbitals at this k-point. The overlap matrix of the Bloch states with the trial orbitals is $A=\Psi^\dagger G$. Let $R$ be positive definite with $R^2=A^\dagger A$, and define

$$W=\Psi A R^{-1}.$$

The columns of $\Psi A=\Psi\Psi^\dagger G$ are the trial orbitals projected onto the band space at this k-point, $A^\dagger A$ is the matrix of overlaps among these projections, and the factor $R^{-1}$ is Löwdin's orthonormalisation. Such an $R$ exists exactly when $A$ is invertible. Physically, no combination of the columns of $G$, other than the one with all coefficients zero, may be orthogonal to all $n$ Bloch states at this k-point.

**Orthonormality.** Put $U=AR^{-1}$. Since $R$ is Hermitian,

$$U^\dagger U=R^{-1}A^\dagger A R^{-1}=R^{-1}R^2R^{-1}=1 .$$

Hence $W^\dagger W=U^\dagger\Psi^\dagger\Psi U=1$. As $U$ is square, also $UU^\dagger=1$, and $WW^\dagger=\Psi\Psi^\dagger$: the band projector is preserved.

**Uniqueness of the root.** Let $R$ and $S$ be positive definite with $R^2=S^2$, and let $D=R-S$, which is Hermitian. Then

$$RD+DS=R^2-S^2=0 .$$

Multiply by $D$ from the left, take the trace and use its cyclicity:

$$\operatorname{tr}(DRD)+\operatorname{tr}(DSD)=0 .$$

With $d_i$ the $i$-th column of $D$, the first trace is $\sum_i d_i^\dagger R\,d_i$, and the second has the same form with $S$. Both are nonnegative, so both vanish, and so does every term. Positive definiteness of $R$ gives $d_i=0$ for all $i$, hence $R=S$.

**Gauge change.** For unitary $V$, replacing $\Psi$ by $\Psi V$ turns $A$ into $V^\dagger A$. Then $A^\dagger VV^\dagger A=A^\dagger A$, so the root is still $R$, and

$$(\Psi V)(V^\dagger A)R^{-1}=\Psi A R^{-1}=W .$$

**What singles out $W$.** Its overlap with the trial orbitals is $W^\dagger G=R^{-1}A^\dagger A=R$, which is positive definite. Conversely, suppose that $P=(\Psi V)^\dagger G=V^\dagger A$ is positive definite. Then $P^2=P^\dagger P=A^\dagger A$, so $P=R$ by uniqueness. It follows that $A=VR$ and $W=\Psi V$.

## One band, and two bands with numbers

For $n=1$ the overlap is a number $a=\langle\psi|g\rangle\neq0$, the root is $|a|$, and $W=\psi\,a/|a|$. The construction chooses the phase that makes the overlap with $g$ positive. As $a\to0$ that phase loses its meaning.

For two bands in three dimensions, let the columns of $\Psi$ be the basis vectors $e_1,e_2$. With trial orbitals left unnormalised, which the construction allows, take

$$G=\begin{pmatrix}0&3\\2i&0\\1&1\end{pmatrix},\qquad
A=\begin{pmatrix}0&3\\2i&0\end{pmatrix},\qquad
A^\dagger A=\begin{pmatrix}4&0\\0&9\end{pmatrix}.$$

So $R=\operatorname{diag}(2,3)$, and $W$ has columns $i\,e_2$ and $e_1$. Now exchange the two Bloch states. The overlap becomes $\operatorname{diag}(2i,3)$, the mixing matrix becomes $\operatorname{diag}(i,1)$, and it acts on the columns $e_2,e_1$. The result is again $i\,e_2$ and $e_1$.

## Overlap, root and frame in Lean

The finite index types `m` and `n` label basis functions and bands. Opening `ComplexOrder` gives $0\le z$ its meaning for complex $z$: real and nonnegative.

```lean
import Mathlib

open Matrix
open scoped ComplexOrder

namespace LowdinProjectionGauge

noncomputable section

variable {m n : Type*} [Fintype m] [Fintype n] [DecidableEq n]
```

The matrix $A$ is `overlap Ψ G`. The plain product $\Psi^\dagger G$ presupposes an orthonormal basis; a non-orthogonal one would need its metric inserted.

```lean
/-- The overlap matrix `A = Ψᴴ G` of the Bloch states `Ψ` with the trial orbitals `G`. -/
def overlap (Ψ G : Matrix m n ℂ) : Matrix n n ℂ := Ψᴴ * G
```

The conditions on $R$ are collected in `IsOverlapRoot`. Mathlib's `PosDef` includes being Hermitian. The root is supplied as a hypothesis, and its existence for a general invertible $A$ is not derived here.

```lean
/-- `R` is a positive definite square root of `Aᴴ A`, where `A` is the overlap matrix of
`Ψ` and `G`. -/
structure IsOverlapRoot (Ψ G : Matrix m n ℂ) (R : Matrix n n ℂ) : Prop where
  posDef : R.PosDef
  sq : R * R = (overlap Ψ G)ᴴ * overlap Ψ G
```

The frame $W$ takes the root as an argument, so its independence of the choice of root has to be proved.

```lean
/-- The matrix `Ψ A R⁻¹`, where `A` is the overlap matrix of `Ψ` and `G`. When `Ψ` has orthonormal
columns and `R` is a positive definite square root of `Aᴴ A`, its columns are the
Löwdin-orthonormalised projections of the trial orbitals. -/
def lowdinFrame (Ψ G : Matrix m n ℂ) (R : Matrix n n ℂ) : Matrix m n ℂ :=
  Ψ * overlap Ψ G * R⁻¹
```

## Uniqueness of the positive definite root

In the next proof, `key` writes the trace as a sum over columns, `hzero` is the identity $RD+DS=0$, and `hsum` is the vanishing sum of traces. Then `hR0` isolates the trace containing $R$, `hcol` its individual terms, and `hdiff` concludes that $D=0$.

```lean
omit [DecidableEq n] in
/-- Two positive definite matrices with the same square are equal. -/
theorem posDef_root_unique {R S : Matrix n n ℂ} (hR : R.PosDef) (hS : S.PosDef)
    (h : R * R = S * S) : R = S := by
  have hD : (R - S)ᴴ = R - S := by
    rw [conjTranspose_sub, hR.isHermitian.eq, hS.isHermitian.eq]
  -- the trace of `Dᴴ T D` is the sum of the quadratic form of `T` over the columns of `D`
  have key : ∀ T : Matrix n n ℂ, ((R - S)ᴴ * (T * (R - S))).trace =
      ∑ i, star (fun j => (R - S) j i) ⬝ᵥ (T *ᵥ fun j => (R - S) j i) := fun T => rfl
  have nonneg : ∀ T : Matrix n n ℂ, T.PosDef → ∀ i ∈ Finset.univ,
      0 ≤ star (fun j => (R - S) j i) ⬝ᵥ (T *ᵥ fun j => (R - S) j i) :=
    fun T hT i _ => hT.posSemidef.dotProduct_mulVec_nonneg _
  have hzero : R * (R - S) + (R - S) * S = 0 := by
    have e : R * (R - S) + (R - S) * S = R * R - S * S := by noncomm_ring
    rw [e, h, sub_self]
  have hsum : ((R - S)ᴴ * (R * (R - S))).trace + ((R - S)ᴴ * (S * (R - S))).trace = 0 := by
    have e : ((R - S) * (S * (R - S))).trace = ((R - S) * ((R - S) * S)).trace := by
      rw [← Matrix.mul_assoc, Matrix.trace_mul_comm]
    rw [hD, e, ← Matrix.trace_add, ← Matrix.mul_add, hzero, Matrix.mul_zero,
      Matrix.trace_zero]
  rw [key R, key S] at hsum
  -- both traces are nonnegative, so every column of `D` has zero quadratic form
  have hR0 := (add_eq_zero_iff_of_nonneg (Finset.sum_nonneg (nonneg R hR))
    (Finset.sum_nonneg (nonneg S hS))).1 hsum |>.1
  have hcol := (Finset.sum_eq_zero_iff_of_nonneg (nonneg R hR)).1 hR0
  have hdiff : R - S = 0 := by
    ext j i
    have hi : (fun j => (R - S) j i) = 0 := by
      by_contra hne
      exact (hR.dotProduct_mulVec_pos hne).ne' (hcol i (Finset.mem_univ i))
    exact congrFun hi j
  exact sub_eq_zero.1 hdiff
```

## Unitary mixing and the band projector

The calculation of $U^\dagger U$ needs only the root condition, not orthonormality of $\Psi$.

```lean
/-- If `R` is a positive definite root of `Aᴴ A`, the mixing matrix `A R⁻¹` is unitary. -/
theorem mixing_unitary {Ψ G : Matrix m n ℂ} {R : Matrix n n ℂ}
    (h : IsOverlapRoot Ψ G R) : (overlap Ψ G * R⁻¹)ᴴ * (overlap Ψ G * R⁻¹) = 1 := by
  have hu : IsUnit R.det := (Matrix.isUnit_iff_isUnit_det R).1 h.posDef.isUnit
  calc (overlap Ψ G * R⁻¹)ᴴ * (overlap Ψ G * R⁻¹)
      = R⁻¹ * ((overlap Ψ G)ᴴ * overlap Ψ G) * R⁻¹ := by
        simp only [conjTranspose_mul, conjTranspose_nonsing_inv, h.posDef.isHermitian.eq,
          Matrix.mul_assoc]
    _ = (R⁻¹ * R) * (R * R⁻¹) := by
        rw [← h.sq]
        simp only [Matrix.mul_assoc]
    _ = 1 := by
        rw [Matrix.nonsing_inv_mul R hu, Matrix.mul_nonsing_inv R hu, Matrix.one_mul]
```

For the projector, `mul_eq_one_comm` turns $U^\dagger U=1$ into $UU^\dagger=1$. Given a root $R$, the equation $WW^\dagger=\Psi\Psi^\dagger$ does not need orthonormal Bloch states; when they are orthonormal, both sides are the band projector.

```lean
/-- If `R` is a positive definite root of `Aᴴ A`, the matrix `W = Ψ A R⁻¹` satisfies `W Wᴴ = Ψ Ψᴴ`.
-/
theorem lowdinFrame_projector {Ψ G : Matrix m n ℂ} {R : Matrix n n ℂ}
    (h : IsOverlapRoot Ψ G R) :
    lowdinFrame Ψ G R * (lowdinFrame Ψ G R)ᴴ = Ψ * Ψᴴ := by
  have hU := mul_eq_one_comm.1 (mixing_unitary h)
  calc lowdinFrame Ψ G R * (lowdinFrame Ψ G R)ᴴ
      = Ψ * ((overlap Ψ G * R⁻¹) * (overlap Ψ G * R⁻¹)ᴴ) * Ψᴴ := by
        simp only [lowdinFrame, conjTranspose_mul, Matrix.mul_assoc]
    _ = Ψ * Ψᴴ := by rw [hU, Matrix.mul_one]
```

## Orthonormality and gauge invariance

The first step is that $R$ remains a root after the gauge change, by inserting $VV^\dagger=1$ between $A^\dagger$ and $A$.

```lean
/-- A unitary gauge change `Ψ → Ψ V` leaves the positive definite root `R` admissible. -/
theorem IsOverlapRoot.gauge {Ψ G : Matrix m n ℂ} {R V : Matrix n n ℂ}
    (h : IsOverlapRoot Ψ G R) (hV : V ∈ unitaryGroup n ℂ) :
    IsOverlapRoot (Ψ * V) G R := by
  have hVV : V * Vᴴ = 1 := mem_unitaryGroup_iff.1 hV
  refine ⟨h.posDef, ?_⟩
  calc R * R = (overlap Ψ G)ᴴ * ((V * Vᴴ) * overlap Ψ G) := by
        rw [hVV, Matrix.one_mul, h.sq]
    _ = (overlap (Ψ * V) G)ᴴ * overlap (Ψ * V) G := by
        simp only [overlap, conjTranspose_mul, conjTranspose_conjTranspose, Matrix.mul_assoc]
```

The main theorem assumes $\Psi^\dagger\Psi=1$ and a root $R$. It states that $W$ is orthonormal and that, for every unitary $V$, $R$ is a root for $\Psi V$ and any root `R'` for $\Psi V$ yields the same $W$. In the proof, `hRR` identifies `R'` with $R$ by uniqueness, after which $VV^\dagger$ cancels.

In electronic-structure practice this frame serves as a starting gauge for Wannier functions; the theorem treats one k-point, a finite basis and as many trial orbitals as bands. It says nothing about smoothness in k or localisation.

```lean
/-- For orthonormal Bloch states `Ψ` and a positive definite root `R` of `Aᴴ A`, the Löwdin
frame is orthonormal. After any unitary gauge change `Ψ → Ψ V` the matrix `R` is still such a
root, and every such root gives the same frame as before. -/
theorem lowdinFrame_orthonormal_and_gauge_invariant {Ψ G : Matrix m n ℂ}
    {R : Matrix n n ℂ} (hΨ : Ψᴴ * Ψ = 1) (h : IsOverlapRoot Ψ G R) :
    (lowdinFrame Ψ G R)ᴴ * lowdinFrame Ψ G R = 1 ∧
    ∀ V ∈ unitaryGroup n ℂ, IsOverlapRoot (Ψ * V) G R ∧
      ∀ R', IsOverlapRoot (Ψ * V) G R' →
        lowdinFrame (Ψ * V) G R' = lowdinFrame Ψ G R := by
  constructor
  · calc (lowdinFrame Ψ G R)ᴴ * lowdinFrame Ψ G R
        = (overlap Ψ G * R⁻¹)ᴴ * ((Ψᴴ * Ψ) * (overlap Ψ G * R⁻¹)) := by
          simp only [lowdinFrame, conjTranspose_mul, Matrix.mul_assoc]
      _ = 1 := by rw [hΨ, Matrix.one_mul, mixing_unitary h]
  · intro V hV
    refine ⟨h.gauge hV, fun R' h' => ?_⟩
    have hVV : V * Vᴴ = 1 := mem_unitaryGroup_iff.1 hV
    -- the root is unique, so it does not see the gauge
    have hRR : R' = R :=
      posDef_root_unique h'.posDef h.posDef (h'.sq.trans (h.gauge hV).sq.symm)
    calc lowdinFrame (Ψ * V) G R' = Ψ * ((V * Vᴴ) * overlap Ψ G) * R⁻¹ := by
          rw [hRR]
          simp only [lowdinFrame, overlap, conjTranspose_mul, Matrix.mul_assoc]
      _ = lowdinFrame Ψ G R := by rw [hVV, Matrix.one_mul, lowdinFrame]
```

## Positive definite overlap as the gauge condition

The identity $W^\dagger G=R$ comes first.

```lean
/-- The overlap of the Löwdin frame with the trial orbitals is the positive definite
root `R`. -/
theorem lowdinFrame_overlap {Ψ G : Matrix m n ℂ} {R : Matrix n n ℂ}
    (h : IsOverlapRoot Ψ G R) : overlap (lowdinFrame Ψ G R) G = R := by
  have hu : IsUnit R.det := (Matrix.isUnit_iff_isUnit_det R).1 h.posDef.isUnit
  calc overlap (lowdinFrame Ψ G R) G = R⁻¹ * ((overlap Ψ G)ᴴ * overlap Ψ G) := by
        simp only [lowdinFrame, overlap, conjTranspose_mul, conjTranspose_nonsing_inv,
          h.posDef.isHermitian.eq, Matrix.mul_assoc]
    _ = R := by
        rw [← h.sq, ← Matrix.mul_assoc, Matrix.nonsing_inv_mul R hu, Matrix.one_mul]
```

The equivalence then characterises $W$ among all frames $\Psi V$. In the forward direction, `hPR` identifies the positive definite overlap with $R$, and `hA` is $A=VR$. The reverse direction is the previous identity.

```lean
/-- Let `R` be a positive definite root of `Aᴴ A` and `V` unitary. The overlap of `Ψ V` with the
trial orbitals is positive definite exactly when `Ψ V` equals the Löwdin frame `Ψ A R⁻¹`. -/
theorem posDef_overlap_iff_eq_lowdinFrame {Ψ G : Matrix m n ℂ} {R V : Matrix n n ℂ}
    (h : IsOverlapRoot Ψ G R) (hV : V ∈ unitaryGroup n ℂ) :
    (overlap (Ψ * V) G).PosDef ↔ Ψ * V = lowdinFrame Ψ G R := by
  constructor
  · intro hP
    have hu : IsUnit R.det := (Matrix.isUnit_iff_isUnit_det R).1 h.posDef.isUnit
    have hVV : V * Vᴴ = 1 := mem_unitaryGroup_iff.1 hV
    -- a positive definite overlap is itself a root of `Aᴴ A`, hence equals `R`
    have hPR : overlap (Ψ * V) G = R := by
      refine posDef_root_unique hP h.posDef ?_
      rw [(h.gauge hV).sq, hP.isHermitian.eq]
    have hA : overlap Ψ G = V * R := by
      calc overlap Ψ G = (V * Vᴴ) * overlap Ψ G := by rw [hVV, Matrix.one_mul]
        _ = V * overlap (Ψ * V) G := by
          simp only [overlap, conjTranspose_mul, Matrix.mul_assoc]
        _ = V * R := by rw [hPR]
    rw [lowdinFrame, hA, Matrix.mul_assoc, Matrix.mul_assoc, Matrix.mul_nonsing_inv R hu,
      Matrix.mul_one]
  · intro hW
    rw [hW, lowdinFrame_overlap h]
    exact h.posDef
```

## The two-band example in Lean

The last theorem checks the matrices of the numerical example: $\Psi$ has orthonormal columns, and $\operatorname{diag}(2,3)$ is a positive definite root although $A$ itself is complex and not Hermitian. The entries are compared one by one, with $i^2=-1$ supplying the 4.

```lean
/-- Two orthonormal states in a three-dimensional space and two trial orbitals with a complex
overlap matrix, for which `diag(2, 3)` is the positive definite root. -/
theorem isOverlapRoot_witness :
    (!![1, 0; 0, 1; 0, 0] : Matrix (Fin 3) (Fin 2) ℂ)ᴴ *
      (!![1, 0; 0, 1; 0, 0] : Matrix (Fin 3) (Fin 2) ℂ) = 1 ∧
    IsOverlapRoot (!![1, 0; 0, 1; 0, 0] : Matrix (Fin 3) (Fin 2) ℂ)
      !![0, 3; 2 * Complex.I, 0; 1, 1] (diagonal ![2, 3]) := by
  refine ⟨?_, ?_, ?_⟩
  · ext i j
    fin_cases i <;> fin_cases j <;> simp [Matrix.mul_apply, Fin.sum_univ_succ]
  · refine Matrix.PosDef.diagonal fun i => ?_
    fin_cases i <;> simp
  · have h2 : (starRingEnd ℂ) 2 = 2 := map_ofNat (starRingEnd ℂ) 2
    have h3 : (starRingEnd ℂ) 3 = 3 := map_ofNat (starRingEnd ℂ) 3
    ext i j
    fin_cases i <;> fin_cases j <;>
      simp [overlap, Matrix.mul_apply, Fin.sum_univ_succ] <;>
      simp only [h2, h3]
    linear_combination 4 * Complex.I_sq

end

end LowdinProjectionGauge
```

```lean
#print axioms LowdinProjectionGauge.lowdinFrame_projector
-- 'LowdinProjectionGauge.lowdinFrame_projector' depends on axioms: [propext, Classical.choice, Quot.sound]
#print axioms LowdinProjectionGauge.lowdinFrame_orthonormal_and_gauge_invariant
-- 'LowdinProjectionGauge.lowdinFrame_orthonormal_and_gauge_invariant' depends on axioms: [propext, Classical.choice, Quot.sound]
#print axioms LowdinProjectionGauge.posDef_overlap_iff_eq_lowdinFrame
-- 'LowdinProjectionGauge.posDef_overlap_iff_eq_lowdinFrame' depends on axioms: [propext, Classical.choice, Quot.sound]
```
